# A nonzero coupling removes the ethylene torsion cusp in a two-configuration model

For real $K\neq 0$, the lowest eigenvalue of

$$H(x)=\begin{pmatrix}x&K\\K&-x\end{pmatrix}$$

is $E(x)=-\sqrt{x^2+K^2}$. It is differentiable at every real $x$, and $E'(0)=0$. The lower of the two uncoupled energies, $\min(x,-x)$, is not differentiable at $x=0$.

## Two configurations of twisted ethylene

When ethylene is twisted about its double bond, the closed-shell configurations $\pi^2$ and $\pi^{*2}$ approach each other in energy and cross at a twist angle of 90°. Measured from their mean, their energies are $x$ and $-x$. The constant $K$ is the Hamiltonian matrix element between them, which for real orbitals is the exchange integral of $\pi$ and $\pi^*$.

Keeping only the lower configuration gives $\min(x,-x)$, with a cusp at the crossing. Spin-flip equation-of-motion methods start from the high-spin triplet, from which each configuration is reached by a single spin-flipping excitation. The matrix $H$ shows what treating both together does to the torsional curve, in a model with only two configurations and a constant coupling.

## The lowest energy and its slope

A nonzero $v$ with $(H-E)v=0$ exists exactly when the determinant vanishes:

$$(x-E)(-x-E)-K^2=E^2-x^2-K^2=0.$$

Hence $|E|=\sqrt{x^2+K^2}$ for every eigenvalue, and the lowest is $-\sqrt{x^2+K^2}$.

Now let $x$ depend on a coordinate $\theta$, with slope $s=x'(\theta)$. Since $K\neq0$, the radicand is positive and the chain rule gives

$$\frac{dE}{d\theta}=-\frac{2xs}{2\sqrt{x^2+K^2}}=-\frac{xs}{\sqrt{x^2+K^2}},$$

which vanishes where $x=0$. If $K=0$, the energy is $-|x|$ and the cusp remains, so the lowest energy, as a function of $x$, is differentiable at $x=0$ exactly when $K\neq0$.

The coupling lowers the energy by $\sqrt{x^2+K^2}-|x|$. Because $x^2\le x^2+K^2\le(|x|+|K|)^2$, this lies between $0$ and $|K|$. At $x=0$ it equals $|K|$.

## The cusp of the uncoupled curve

Write $f(t)=\min(x(t),-x(t))=-|x(t)|$, and suppose that $x(\theta)=0$ with slope $s\neq0$. Then $f(t)\le 0=f(\theta)$, so $f$ has a maximum at $\theta$. If $f$ were differentiable there, its derivative would be zero, and therefore

$$\frac{|x(t)|}{|t-\theta|}\to0\qquad(t\to\theta).$$

This says that $x$ has slope zero at $\theta$, a contradiction.

The condition $s\neq0$ matters. For $x(t)=t^3$ the configurations do cross at $t=0$, but $-|t|^3$ is differentiable there.

For the torsional model $x(\theta)=-\Delta\cos\theta$ with $\Delta\neq0$, the crossing at $\theta=\pi/2$ has slope $\Delta\sin(\pi/2)=\Delta$. The uncoupled curve has a cusp there, and the coupled one a stationary point.

## The slope in a numerical calculation

A program diagonalises $H$ and takes the lowest eigenvalue. With a normalised eigenvector $(c_0,c_1)$, the Hellmann–Feynman theorem gives the slope as $dE/dx=c_0^2-c_1^2$. At the crossing both weights are $1/2$ and the slope is zero.

A central difference at $x=0$ cannot detect the cusp, because it gives zero for $-|x|$ as well. One-sided differences can: they give $+1$ from the left and $-1$ from the right for $-|x|$, whereas for the coupled energy both tend to zero with the step.

## The model as stated in Lean

`hamiltonian x K` is the matrix $H$, with index 0 for the configuration of energy $x$ and index 1 for that of energy $-x$. `energies x K` is the set of real $E$ for which $Hv=Ev$ has a nonzero real solution $v$. `groundEnergy` is the closed formula, and `singleEnergy` is $\min(x,-x)$.

The main theorem, `coupling_removes_cusp`, takes any function `E` whose value at each `x` is the least element of `energies x K`; the formula is a conclusion. In `HasDerivAt E 0 0`, the first zero is the derivative and the second is the point.

The model leaves out the angular dependence of the mean energy and of $K$, the open-shell configurations, and the coupled-cluster amplitudes. `singleEnergy` is the lower diagonal element of $H$, not the result of a self-consistent single-reference calculation.

## The complete Lean file

```lean
import Mathlib

open Matrix

namespace EthyleneTorsionCusp

noncomputable section

/-- The Hamiltonian of two coupled configurations with energies `x` and `-x` and coupling `K`. -/
def hamiltonian (x K : ℝ) : Matrix (Fin 2) (Fin 2) ℝ := !![x, K; K, -x]

/-- The energies of the two-configuration problem: the eigenvalues of its Hamiltonian. -/
def energies (x K : ℝ) : Set ℝ :=
  {E | ∃ v : Fin 2 → ℝ, v ≠ 0 ∧ hamiltonian x K *ᵥ v = E • v}

/-- The closed expression for the lower energy of the two coupled configurations. -/
def groundEnergy (x K : ℝ) : ℝ := -√(x ^ 2 + K ^ 2)

/-- The energy obtained by keeping only the lower of the two configurations. -/
def singleEnergy (x : ℝ) : ℝ := min x (-x)

/-- The single-configuration energy is minus the absolute value of `x`. -/
theorem singleEnergy_eq (x : ℝ) : singleEnergy x = -|x| := by
  unfold singleEnergy
  rcases le_total 0 x with h | h
  · rw [abs_of_nonneg h, min_eq_right (by linarith)]
  · rw [abs_of_nonpos h, min_eq_left (by linarith), neg_neg]

/-- Secular equation: `E` is an energy of the coupled configurations exactly when
`E² = x² + K²`. -/
theorem mem_energies_iff (x K E : ℝ) : E ∈ energies x K ↔ E ^ 2 = x ^ 2 + K ^ 2 := by
  -- move the energy to the left-hand side of the eigenvalue equation
  have key : ∀ v : Fin 2 → ℝ, hamiltonian x K *ᵥ v = E • v ↔
      !![x - E, K; K, -x - E] *ᵥ v = 0 := by
    intro v
    simp only [funext_iff, Fin.forall_fin_two]
    simp [hamiltonian, Matrix.mulVec, dotProduct, Fin.sum_univ_two]
    constructor <;> rintro ⟨h1, h2⟩ <;> constructor <;> linarith
  simp only [energies, Set.mem_ofPred_eq, key]
  -- a nonzero solution exists exactly when the secular determinant vanishes
  rw [Matrix.exists_mulVec_eq_zero_iff, Matrix.det_fin_two_of]
  constructor <;> intro h <;> linear_combination h

/-- The lowest energy of the two coupled configurations is `-√(x² + K²)`. -/
theorem groundEnergy_isLeast (x K : ℝ) : IsLeast (energies x K) (groundEnergy x K) := by
  constructor
  · rw [mem_energies_iff, groundEnergy, neg_sq, Real.sq_sqrt (by positivity)]
  · intro E hE
    rw [mem_energies_iff] at hE
    exact (abs_le.mp (Real.abs_le_sqrt hE.le)).1

/-- Slope of the lower energy along a path `x(θ)` of the configuration energy,
for a fixed nonzero coupling. -/
theorem groundEnergy_hasDerivAt {x : ℝ → ℝ} {s θ K : ℝ} (hK : K ≠ 0)
    (hx : HasDerivAt x s θ) :
    HasDerivAt (fun t => groundEnergy (x t) K) (-(x θ * s / √(x θ ^ 2 + K ^ 2))) θ := by
  -- the coupling keeps the radicand away from zero
  have hne : x θ ^ 2 + K ^ 2 ≠ 0 := by positivity
  have h2 : HasDerivAt (fun t => x t ^ 2 + K ^ 2) (2 * (x θ * s)) θ :=
    ((hx.fun_pow 2).add_const (K ^ 2)).congr_deriv (by norm_num [mul_assoc])
  exact (h2.sqrt hne).fun_neg.congr_deriv (by rw [mul_div_mul_left _ _ two_ne_zero])

/-- Along any path on which the two configurations cross with nonzero slope, the
single-configuration energy is not differentiable at the crossing. -/
theorem singleEnergy_cusp {x : ℝ → ℝ} {s θ : ℝ} (hx : HasDerivAt x s θ)
    (h0 : x θ = 0) (hs : s ≠ 0) :
    ¬ DifferentiableAt ℝ (fun t => singleEnergy (x t)) θ := by
  intro hd
  -- the crossing is a maximum, so a derivative there would have to vanish
  have hmax : IsLocalMax (fun t => singleEnergy (x t)) θ :=
    Filter.Eventually.of_forall fun t => by
      show singleEnergy (x t) ≤ singleEnergy (x θ)
      rw [singleEnergy_eq, singleEnergy_eq, h0, abs_zero, neg_zero]
      exact neg_nonpos.mpr (abs_nonneg _)
  have hd0 := hd.hasDerivAt
  rw [hmax.deriv_eq_zero] at hd0
  -- then `x` itself would have zero slope
  have hx0 : HasDerivAt x 0 θ := by
    rw [hasDerivAt_iff_isLittleO] at hd0 ⊢
    refine (Asymptotics.IsBigO.of_bound 1
      (Filter.Eventually.of_forall fun t => ?_)).trans_isLittleO hd0
    simp [singleEnergy_eq, h0]
  exact hs (hx.unique hx0)

/-- For nonzero coupling, the lowest energy `E(x)` of the two configurations is `-√(x² + K²)`,
has a derivative at every `x`, and has zero derivative at `x = 0`, where the
single-configuration energy is not differentiable. -/
theorem coupling_removes_cusp {K : ℝ} (hK : K ≠ 0) {E : ℝ → ℝ}
    (hE : ∀ x, IsLeast (energies x K) (E x)) :
    (∀ x, E x = -√(x ^ 2 + K ^ 2)) ∧
    (∀ x, HasDerivAt E (-(x / √(x ^ 2 + K ^ 2))) x) ∧
    HasDerivAt E 0 0 ∧ ¬ DifferentiableAt ℝ singleEnergy 0 := by
  have hEq : E = fun x => groundEnergy x K :=
    funext fun x => (hE x).unique (groundEnergy_isLeast x K)
  have hder : ∀ x, HasDerivAt E (-(x / √(x ^ 2 + K ^ 2))) x := by
    intro x
    rw [hEq]
    exact (groundEnergy_hasDerivAt hK (hasDerivAt_id' x)).congr_deriv (by rw [mul_one])
  refine ⟨fun x => congrFun hEq x, hder, (hder 0).congr_deriv (by simp), ?_⟩
  exact singleEnergy_cusp (hasDerivAt_id' (0 : ℝ)) rfl one_ne_zero

/-- The lower energy is differentiable at the crossing `x = 0` exactly when the two
configurations are coupled. -/
theorem differentiableAt_crossing_iff (K : ℝ) :
    DifferentiableAt ℝ (fun x => groundEnergy x K) 0 ↔ K ≠ 0 := by
  constructor
  · rintro hd rfl
    -- without coupling the lower energy is the single-configuration energy
    have h : (fun x => groundEnergy x 0) = fun x => singleEnergy x := by
      funext x
      rw [singleEnergy_eq, groundEnergy, zero_pow two_ne_zero, add_zero, Real.sqrt_sq_eq_abs]
    rw [h] at hd
    exact singleEnergy_cusp (hasDerivAt_id' (0 : ℝ)) rfl one_ne_zero hd
  · intro hK
    exact (groundEnergy_hasDerivAt hK (hasDerivAt_id' (0 : ℝ))).differentiableAt

/-- Coupling the configurations lowers the energy by at least zero and at most `|K|`, and by
exactly `|K|` at the crossing. -/
theorem energy_lowering (x K : ℝ) :
    0 ≤ singleEnergy x - groundEnergy x K ∧ singleEnergy x - groundEnergy x K ≤ |K| ∧
    singleEnergy 0 - groundEnergy 0 K = |K| := by
  have h1 : |x| ≤ √(x ^ 2 + K ^ 2) := Real.abs_le_sqrt (by nlinarith [sq_nonneg K])
  have h2 : √(x ^ 2 + K ^ 2) ≤ |x| + |K| :=
    Real.sqrt_le_iff.mpr ⟨by positivity, by
      nlinarith [sq_abs x, sq_abs K, mul_nonneg (abs_nonneg x) (abs_nonneg K)]⟩
  refine ⟨?_, ?_, ?_⟩
  · rw [singleEnergy_eq, groundEnergy]
    linarith
  · rw [singleEnergy_eq, groundEnergy]
    linarith
  · simp [singleEnergy_eq, groundEnergy, Real.sqrt_sq_eq_abs]

/-- Torsional model with configuration energies `∓Δ cos θ`, where `Δ` and the coupling are nonzero:
at the twist angle `π/2` the coupled energy has zero slope, while the single-configuration energy is
not differentiable. -/
theorem torsion_at_right_angle {Δ K : ℝ} (hΔ : Δ ≠ 0) (hK : K ≠ 0) :
    HasDerivAt (fun θ => groundEnergy (-Δ * Real.cos θ) K) 0 (Real.pi / 2) ∧
    ¬ DifferentiableAt ℝ (fun θ => singleEnergy (-Δ * Real.cos θ)) (Real.pi / 2) := by
  have hx : HasDerivAt (fun θ => -Δ * Real.cos θ) Δ (Real.pi / 2) :=
    ((Real.hasDerivAt_cos (Real.pi / 2)).const_mul (-Δ)).congr_deriv (by simp)
  have h0 : -Δ * Real.cos (Real.pi / 2) = 0 := by simp
  exact ⟨(groundEnergy_hasDerivAt hK hx).congr_deriv (by simp), singleEnergy_cusp hx h0 hΔ⟩

end

end EthyleneTorsionCusp
```

```lean
#print axioms EthyleneTorsionCusp.coupling_removes_cusp
-- 'EthyleneTorsionCusp.coupling_removes_cusp' depends on axioms: [propext, Classical.choice, Quot.sound]
#print axioms EthyleneTorsionCusp.differentiableAt_crossing_iff
-- 'EthyleneTorsionCusp.differentiableAt_crossing_iff' depends on axioms: [propext, Classical.choice, Quot.sound]
#print axioms EthyleneTorsionCusp.energy_lowering
-- 'EthyleneTorsionCusp.energy_lowering' depends on axioms: [propext, Classical.choice, Quot.sound]
#print axioms EthyleneTorsionCusp.torsion_at_right_angle
-- 'EthyleneTorsionCusp.torsion_at_right_angle' depends on axioms: [propext, Classical.choice, Quot.sound]
```

## How the Lean proof follows the derivation

`mem_energies_iff` is the secular equation. Its step `key` moves $E$ to the left-hand side, `Matrix.exists_mulVec_eq_zero_iff` replaces the existence of a nonzero solution by a vanishing determinant, and `linear_combination` does the remaining algebra. `groundEnergy_isLeast` then checks both parts of being least: the formula satisfies the secular equation, and `Real.abs_le_sqrt` bounds every other solution from below.

`groundEnergy_hasDerivAt` is the chain rule along a path. The hypothesis `hK` enters through `hne`, which keeps the radicand away from zero, where the square root has no derivative.

`singleEnergy_cusp` is the argument by contradiction, with `singleEnergy_eq` supplying the form $-|x|$. The maximum is `hmax`, and `hmax.deriv_eq_zero` makes the supposed derivative vanish. The limit is written in little-o form: since $|x(t)|=|f(t)|$, the estimate for $f$ carries over to $x$ with constant 1. Uniqueness of the derivative then gives $s=0$, against `hs`.

`coupling_removes_cusp` identifies `E` with `groundEnergy`, because a set has at most one least element, and applies the two preceding results to the path $x(t)=t$. `differentiableAt_crossing_iff` uses the slope formula for $K\neq0$ and reduces $K=0$ to the cusp. `energy_lowering` proves the two square-root bounds as `h1` and `h2`. `torsion_at_right_angle` computes the slope $\Delta$ at $\pi/2$ and applies the path theorems to the cosine.
